# The commutation relations of a spin raising operator fix the squared moduli of its ladder matrix elements

For a single spin `n/2`, with ħ = 1, let `Jz` be the diagonal matrix with entries n/2 − k for k = 0, …, n, so that k = 0 is the top state. The lemma `ladder_norm_sq` says that if a complex matrix A of the same size satisfies [Jz, A] = A and [A, A†] = 2Jz, then its entry at (k, k+1) has squared modulus (k+1)(n−k), for each k from 0 to n−1. The phases of these entries are left free. The proof uses the first relation to show that all other entries vanish, and the diagonal of the second to relate the squared moduli in row k to those in column k. It then goes by induction down the ladder from the top state.

The failing Lean file:

```lean
import Mathlib

open Matrix

namespace CondonShortleyPhases

noncomputable section

/-- The matrix of `Jz` for spin `n/2`, with diagonal entries `n/2 - k` for `k = 0, ..., n`. -/
def Jz (n : ℕ) : Matrix (Fin (n + 1)) (Fin (n + 1)) ℂ :=
  Matrix.diagonal fun k => (n : ℂ) / 2 - ((k : ℕ) : ℂ)

variable {n : ℕ} {A : Matrix (Fin (n + 1)) (Fin (n + 1)) ℂ}

/-- Selection rule: a matrix with `[Jz, A] = A` has nonzero entries only at `(k, k+1)`. -/
theorem selection_rule (hz : Jz n * A - A * Jz n = A) (i j : Fin (n + 1))
    (hij : (i : ℕ) + 1 ≠ (j : ℕ)) : A i j = 0 := by
  have h := congrFun (congrFun hz i) j
  simp only [Jz, Matrix.sub_apply, Matrix.diagonal_mul, Matrix.mul_diagonal] at h
  have h' : (((j : ℕ) : ℂ) - (((i : ℕ) : ℂ) + 1)) * A i j = 0 := by
    linear_combination h
  rcases mul_eq_zero.mp h' with h0 | h0
  · have h1 : ((j : ℕ) : ℂ) = ((i : ℕ) : ℂ) + 1 := sub_eq_zero.mp h0
    have h2 : (j : ℕ) = (i : ℕ) + 1 := by exact_mod_cast h1
    exact absurd h2.symm hij
  · exact h0

/-- The diagonal of `[A, A*] = 2 Jz`: the squared moduli in row `i` minus those in column `i`
add up to `n - 2i`. -/
theorem modulus_balance (hc : A * Aᴴ - Aᴴ * A = (2 : ℂ) • Jz n) (i : Fin (n + 1)) :
    ∑ l, ‖A i l‖ ^ 2 - ∑ l, ‖A l i‖ ^ 2 = (n : ℝ) - 2 * ((i : ℕ) : ℝ) := by
  have key : ∀ z : ℂ, z * star z = ((‖z‖ ^ 2 : ℝ) : ℂ) := fun z => by
    rw [← Complex.normSq_eq_norm_sq]
    exact Complex.mul_conj z
  have key' : ∀ z : ℂ, star z * z = ((‖z‖ ^ 2 : ℝ) : ℂ) := fun z => by
    rw [mul_comm, key]
  have h := congrFun (congrFun hc i) i
  simp only [Jz, Matrix.sub_apply, Matrix.mul_apply, Matrix.conjTranspose_apply,
    Matrix.smul_apply, Matrix.diagonal_apply_eq, smul_eq_mul, key, key'] at h
  apply Complex.ofReal_injective
  push_cast at h ⊢
  linear_combination h

/-- The two commutation relations fix the squared modulus of the entry at `(k, k+1)` to be
`(k+1)(n-k)`. -/
theorem ladder_norm_sq (hz : Jz n * A - A * Jz n = A)
    (hc : A * Aᴴ - Aᴴ * A = (2 : ℂ) • Jz n) (i j : Fin (n + 1))
    (hij : (i : ℕ) + 1 = (j : ℕ)) :
    ‖A i j‖ ^ 2 = (((i : ℕ) : ℝ) + 1) * ((n : ℝ) - ((i : ℕ) : ℝ)) := by
  -- only one entry survives in each row
  have row : ∀ i j : Fin (n + 1), (i : ℕ) + 1 = (j : ℕ) →
      ∑ l, ‖A i l‖ ^ 2 = ‖A i j‖ ^ 2 := fun i j hij =>
    Finset.sum_eq_single j (fun l _ hl => by
      rw [selection_rule hz i l (fun h => hl (Fin.ext (by omega)))]; simp) (by simp)
  -- induction down the ladder, starting from the top state
  have main : ∀ m : ℕ, ∀ i j : Fin (n + 1), (i : ℕ) = m → (i : ℕ) + 1 = (j : ℕ) →
      ‖A i j‖ ^ 2 = ((m : ℝ) + 1) * ((n : ℝ) - (m : ℝ)) := by
    intro m
    induction m with
    | zero =>
      intro i j hi hij
      have hb := modulus_balance hc i
      have h2 : ∑ l, ‖A l i‖ ^ 2 = 0 := Finset.sum_eq_zero (fun l _ => by
        rw [selection_rule hz l i (by omega)]; simp)
      rw [row i j hij, h2, hi] at hb
      push_cast at hb ⊢
      linarith
    | succ m ih =>
      intro i j hi hij
      have hlt := i.isLt
      have hm : m < n + 1 := by omega
      have hb := modulus_balance hc i
      have h2 : ∑ l, ‖A l i‖ ^ 2 = ‖A ⟨m, hm⟩ i‖ ^ 2 :=
        Finset.sum_eq_single (⟨m, hm⟩ : Fin (n + 1)) (fun l _ hl => by
          rw [selection_rule hz l i (fun h => hl (Fin.ext (by
            show (l : ℕ) = m
            omega)))]
          simp) (by simp)
      rw [row i j hij, h2, ih ⟨m, hm⟩ i rfl hi.symm, hi] at hb
      push_cast at hb ⊢
      linear_combination hb
  exact main i i.val.succ.pred j rfl hij

end

end CondonShortleyPhases
```

The error:

```
Main.lean:82:15: error: Application type mismatch: The argument
  (↑i).succ.pred
has type
  ℕ
but is expected to have type
  Fin (n + 1)
in the application
  main (↑i) (↑i).succ.pred
```

Diagnosis. The only error is in the last line, where the inductive result `main` is applied. `main` takes a natural number `m`, then two indices `i j : Fin (n + 1)`, then proofs that `i` has value `m` and that `j` comes just after `i`. The first argument, `i`, is accepted because Lean coerces it to its value in `ℕ`. The second, `i.val.succ.pred`, is that same value with one added and then taken away. It is the right number but has type `ℕ`, where an element of `Fin (n + 1)` is expected, so Lean reports a type mismatch.

The repair passes `i` itself as the second argument. With `m` equal to the value of `i`, the first condition holds by `rfl`, the second is `hij`, and the conclusion of `main` is the goal.

The other change only tidies a comment, which now leaves out the last row, where no entry survives.

Fix (accepted with no message):

```diff
@@ -48,5 +48,5 @@
     (hij : (i : ℕ) + 1 = (j : ℕ)) :
     ‖A i j‖ ^ 2 = (((i : ℕ) : ℝ) + 1) * ((n : ℝ) - ((i : ℕ) : ℝ)) := by
-  -- only one entry survives in each row
+  -- only one entry survives in each row above the last
   have row : ∀ i j : Fin (n + 1), (i : ℕ) + 1 = (j : ℕ) →
       ∑ l, ‖A i l‖ ^ 2 = ‖A i j‖ ^ 2 := fun i j hij =>
@@ -80,5 +80,5 @@
       push_cast at hb ⊢
       linear_combination hb
-  exact main i i.val.succ.pred j rfl hij
+  exact main i i j rfl hij
 
 end
```
